# The energy of a crossing point changes at the rate f′/(f′ − g′) when the product curve is shifted

Suppose a barrier has been estimated as the crossing of a reactant and a product energy curve along one coordinate, and the product energy is then revised by a small amount. The barrier can be updated without a new search: take the two slopes at the old crossing, form \(f'/(f'-g')\), and multiply by the revision. With slopes of \(3\) and \(-1\) eV/Å, raising the product curve by 0.04 eV raises the crossing by about 0.03 eV.

This first-order update holds when the revision shifts the whole product curve rigidly, the two slopes differ, and the crossing moves continuously with the shift. In electronic structure it applies to two diabatic curves, scanned along a single coordinate, with the electronic coupling between them neglected.

## Two curves and a rigid shift

Let \(f\) be the reactant curve and \(g\) the product curve, both real functions of a real coordinate. The number \(D\) is an energy added to \(g\) everywhere, so a positive \(D\) makes the products less stable. The development uses Mathlib's real analysis.

In Lean 4 with Mathlib:

```lean
import Mathlib

open Filter Topology Set

namespace CrossingBarrier

noncomputable section
```

A point \(x\) is a crossing at shift \(D\) when

\[
f(x) = g(x) + D .
\]

`IsCrossing f g D x` is this equation. It does not say that the crossing is unique or that it lies between two wells.

```lean
/-- The reactant curve `f` meets the product curve `g`, shifted in energy by `D`, at `x`. -/
def IsCrossing (f g : ℝ → ℝ) (D x : ℝ) : Prop := f x = g x + D
```

When the coupling is left out of the energies, the energy of the lower state is given by the curve

\[
\min\bigl(f(x),\, g(x)+D\bigr).
\]

It generally has a kink at the crossing. A coupling would round off the kink and lower the top, and that effect is absent from the model.

```lean
/-- The lower of the reactant curve and the shifted product curve. -/
def lowerCurve (f g : ℝ → ℝ) (D x : ℝ) : ℝ := min (f x) (g x + D)
```

The ratio that governs the response is

\[
\alpha = \frac{f'}{f'-g'} ,
\]

where \(f'\) and \(g'\) are the slopes at the crossing. In the code `f'` and `g'` are plain real numbers; the theorems below tie them to the curves through hypotheses of the form `HasDerivAt f f' (x D₀)`, which says that \(f\) is differentiable at \(x(D_0)\) with derivative \(f'\).

```lean
/-- The transfer coefficient built from the reactant slope `f'` and the product slope `g'`. -/
def transferCoeff (f' g' : ℝ) : ℝ := f' / (f' - g')
```

## When the crossing is the top of the barrier

Let \(r\) and \(p\) be the ends of an interval, for instance the reactant and product minima, and let \(c\) be a crossing with \(r \le c \le p\). Assume that \(f\) never decreases and \(g\) never increases on the interval. At \(c\) the two curves are equal, so the lower curve has the value \(f(c)\). For any other point \(y\) of the interval there are two cases:

\[
y \le c:\quad \min\bigl(f(y), g(y)+D\bigr) \le f(y) \le f(c),
\]
\[
y \ge c:\quad \min\bigl(f(y), g(y)+D\bigr) \le g(y)+D \le g(c)+D = f(c).
\]

Hence \(f(c)\) is the highest value of the lower curve between \(r\) and \(p\). `MonotoneOn` and `AntitoneOn` express the two assumptions on the closed interval `Icc r p`, and `le_total` makes the split into cases. Differentiability plays no part here.

```lean
/-- If the reactant curve rises and the product curve falls between `r` and `p`, the energy at a
crossing in that interval is the highest value of the lower curve there. -/
theorem crossing_is_barrier_top {f g : ℝ → ℝ} {D r p c : ℝ}
    (hf : MonotoneOn f (Icc r p)) (hg : AntitoneOn g (Icc r p))
    (hc : c ∈ Icc r p) (hx : IsCrossing f g D c) :
    lowerCurve f g D c = f c ∧ ∀ y ∈ Icc r p, lowerCurve f g D y ≤ f c := by
  have hx' : f c = g c + D := hx
  refine ⟨min_eq_left hx'.le, fun y hy => ?_⟩
  rcases le_total y c with h | h
  · -- on the reactant side the reactant curve is below the crossing
    exact (min_le_left _ _).trans (hf hy hc h)
  · -- on the product side the product curve is below the crossing
    have h1 : g y ≤ g c := hg hc hy h
    exact (min_le_right _ _).trans (by linarith)
```

## How fast the crossing moves

Now let the shift vary, and let \(x(D)\) be a crossing for every \(D\) near \(D_0\). Write \(x_0 = x(D_0)\) and introduce the gap \(h = f - g\). The crossing condition becomes

\[
h(x(D)) = D ,
\]

so the gap undoes the map \(D \mapsto x(D)\). Subtracting the same equation at \(D_0\) gives

\[
h(x(D)) - h(x_0) = D - D_0 .
\]

If \(D \ne D_0\), the right-hand side is not zero, and therefore \(x(D) \ne x_0\). Both sides can then be divided to give

\[
\frac{x(D)-x_0}{D-D_0}
= \left[\frac{h(x(D))-h(x_0)}{x(D)-x_0}\right]^{-1}.
\]

As \(D \to D_0\), continuity gives \(x(D) \to x_0\), and the bracket tends to \(h'(x_0) = f'-g'\). This limit is not zero, so

\[
x'(D_0) = \frac{1}{f'-g'} .
\]

The differentiability of \(x(D)\) is a conclusion. What is assumed is that a crossing exists for each nearby shift and that \(x(D)\) is continuous at \(D_0\). Physically, the continuity means that one and the same crossing is followed, without a jump to another one when the curves meet several times.

In the statement, `∀ᶠ D in 𝓝 D₀` reads "for all \(D\) in some neighbourhood of \(D_0\)". The proof first establishes the relation \(h(x(D)) = D\) as `hinv`. The limit argument is Mathlib's `HasDerivAt.of_local_left_inverse`, which receives the continuity, the slope of the gap, the fact that this slope is nonzero, and `hinv`.

```lean
/-- A continuous branch of crossings between curves of different slopes moves with the
energy shift at the rate `1 / (f' - g')`. -/
theorem crossing_hasDerivAt {f g x : ℝ → ℝ} {f' g' D₀ : ℝ}
    (hf : HasDerivAt f f' (x D₀)) (hg : HasDerivAt g g' (x D₀)) (hne : f' ≠ g')
    (hx : ContinuousAt x D₀) (hc : ∀ᶠ D in 𝓝 D₀, IsCrossing f g D (x D)) :
    HasDerivAt x (1 / (f' - g')) D₀ := by
  -- the branch inverts the energy gap `f - g`
  have hinv : ∀ᶠ D in 𝓝 D₀, (f - g) (x D) = D := hc.mono fun D h => by
    have h' : f (x D) = g (x D) + D := h
    simp only [Pi.sub_apply]
    linarith
  rw [one_div]
  exact HasDerivAt.of_local_left_inverse hx (hf.sub hg) (sub_ne_zero.mpr hne) hinv
```

## How fast the barrier changes

The energy of the crossing is \(f(x(D))\). By the chain rule,

\[
\frac{d}{dD} f(x(D))\Big|_{D_0} = f'\, x'(D_0) = \frac{f'}{f'-g'} = \alpha .
\]

The reactant curve does not shift, so subtracting the fixed energy of the reactant minimum leaves this derivative unchanged, and \(\alpha\) is also the slope of the forward barrier. The theorem itself concerns the crossing energy and needs no wells; the monotonicity conditions given earlier are sufficient for that energy to be the top of the barrier. The slope is local: a straight-line relation between barrier and reaction energy over a finite range would require \(\alpha\) to stay constant there.

In the proof, `hf.comp` is the chain rule, and `ring` rewrites the product as the quotient.

```lean
/-- The energy of the crossing point changes with the energy shift of the product curve at
the rate `f' / (f' - g')`. -/
theorem barrier_hasDerivAt {f g x : ℝ → ℝ} {f' g' D₀ : ℝ}
    (hf : HasDerivAt f f' (x D₀)) (hg : HasDerivAt g g' (x D₀)) (hne : f' ≠ g')
    (hx : ContinuousAt x D₀) (hc : ∀ᶠ D in 𝓝 D₀, IsCrossing f g D (x D)) :
    HasDerivAt (fun D => f (x D)) (transferCoeff f' g') D₀ := by
  -- chain rule along the branch of crossings
  have h := hf.comp D₀ (crossing_hasDerivAt hf hg hne hx hc)
  exact h.congr_deriv (by unfold transferCoeff; ring)
```

The reverse barrier is measured from the product minimum, whose energy rises with \(D\). Up to a constant it is \(f(x(D)) - D\), and so

\[
\frac{d}{dD}\bigl[f(x(D)) - D\bigr]_{D_0} = \alpha - 1 .
\]

The proof subtracts the derivative of the identity function from the previous result.

```lean
/-- Measured from an energy level that shifts with the product curve, the crossing energy
changes at the rate given by the transfer coefficient minus one. -/
theorem reverse_barrier_hasDerivAt {f g x : ℝ → ℝ} {f' g' D₀ : ℝ}
    (hf : HasDerivAt f f' (x D₀)) (hg : HasDerivAt g g' (x D₀)) (hne : f' ≠ g')
    (hx : ContinuousAt x D₀) (hc : ∀ᶠ D in 𝓝 D₀, IsCrossing f g D (x D)) :
    HasDerivAt (fun D => f (x D) - D) (transferCoeff f' g' - 1) D₀ :=
  (barrier_hasDerivAt hf hg hne hx hc).fun_sub (hasDerivAt_id' D₀)
```

## Coefficients between 0 and 1

Assume \(f' > g'\), so that the reactant curve passes from below the shifted product curve to above it as the coordinate increases. The denominator \(f'-g'\) is then positive, and multiplying through by it gives

\[
0 < \frac{f'}{f'-g'} \iff 0 < f',
\qquad
\frac{f'}{f'-g'} < 1 \iff f' < f'-g' \iff g' < 0 .
\]

So \(\alpha\) lies strictly between 0 and 1 exactly when the reactant curve rises and the product curve falls at the crossing. In that case raising the products raises the forward barrier and lowers the reverse one, each by a fraction of the shift to first order. `Ioo 0 1` is the open interval, and the two division lemmas in the `rw` step carry out the multiplication by the positive denominator.

```lean
/-- When the reactant slope exceeds the product slope, the transfer coefficient lies strictly
between 0 and 1 exactly if the reactant curve rises and the product curve falls. -/
theorem transferCoeff_mem_Ioo_iff {f' g' : ℝ} (h : g' < f') :
    transferCoeff f' g' ∈ Ioo (0 : ℝ) 1 ↔ 0 < f' ∧ g' < 0 := by
  have hpos : 0 < f' - g' := sub_pos.mpr h
  unfold transferCoeff
  rw [mem_Ioo, lt_div_iff₀ hpos, div_lt_one hpos, zero_mul]
  constructor
  · rintro ⟨h1, h2⟩
    exact ⟨h1, by linarith⟩
  · rintro ⟨h1, h2⟩
    exact ⟨h1, by linarith⟩
```

## Curves that cross with equal slopes

Suppose that both curves have the same slope \(s\) at \(x(D_0)\), and that \(x(D)\) is still a crossing for every \(D\) near \(D_0\). The second condition fails, for example, for \(f(x) = x^2\) and \(g = 0\) at \(D_0 = 0\): these curves touch without passing through each other, and for \(D < 0\) they do not meet at all. If \(x(D)\) were differentiable at \(D_0\), differentiating \(h(x(D)) = D\) would give

\[
(s - s)\, x'(D_0) = 1 ,
\]

that is, \(0 = 1\). The position of the crossing therefore has no derivative there. A mathematical example, not a pair of physical wells, is \(f(x) = x^3\) and \(g = 0\), with the crossing at the real cube root of \(D\), which has a vertical tangent at \(D = 0\). In practice, nearly equal slopes signal that the position of the crossing is very sensitive to errors in the relative energy of the curves.

The proof computes the derivative of the gap along the branch twice, as `h1` by the chain rule and as `h2` from its equality with \(D\). Uniqueness of derivatives then produces the contradiction.

```lean
/-- If the two curves have the same slope `s` at the crossing, the position of the crossing
is not a differentiable function of the energy shift there. -/
theorem tangent_crossing_not_differentiable {f g x : ℝ → ℝ} {s D₀ : ℝ}
    (hf : HasDerivAt f s (x D₀)) (hg : HasDerivAt g s (x D₀))
    (hc : ∀ᶠ D in 𝓝 D₀, IsCrossing f g D (x D)) :
    ¬ DifferentiableAt ℝ x D₀ := by
  intro hx
  -- the gap along the branch would have slope 0 by the chain rule, but it equals `D`
  have h1 := (hf.sub hg).comp D₀ hx.hasDerivAt
  have he : (f - g) ∘ x =ᶠ[𝓝 D₀] id := hc.mono fun D h => by
    have h' : f (x D) = g (x D) + D := h
    simp only [Function.comp_apply, Pi.sub_apply, id_eq]
    linarith
  have h2 := (hasDerivAt_id D₀).congr_of_eventuallyEq he
  have h3 := h1.unique h2
  rw [sub_self, zero_mul] at h3
  exact zero_ne_one h3
```

## Two equal parabolas

For harmonic curves everything can be computed explicitly. Let

\[
V_c(x) = \frac{k}{2}(x-c)^2 ,
\]

where \(k\) is the force constant and \(c\) now denotes the position of the minimum.

```lean
/-- A harmonic energy curve with force constant `k` and minimum at `c`. -/
def parabola (k c x : ℝ) : ℝ := k / 2 * (x - c) ^ 2
```

Put the reactant minimum at \(0\) and the product minimum at \(a\). The crossing will turn out to lie at

\[
x_D = \frac{a}{2} + \frac{D}{ka} .
\]

```lean
/-- The crossing position for two parabolas of force constant `k` centred at `0` and `a`, the second
shifted in energy by `D`. -/
def marcusCrossing (k a D : ℝ) : ℝ := a / 2 + D / (k * a)
```

The reorganisation energy \(\lambda\) is the unshifted product curve evaluated at the reactant minimum:

\[
\lambda = V_a(0) = \frac{k a^2}{2} .
\]

```lean
/-- The reorganisation energy: the product parabola evaluated at the reactant minimum. -/
def reorganisation (k a : ℝ) : ℝ := parabola k a 0
```

To find the crossing, expand the condition \(\tfrac{k}{2}x^2 = \tfrac{k}{2}(x-a)^2 + D\). The quadratic terms cancel, which leaves

\[
0 = -kax + \frac{ka^2}{2} + D
\quad\Longleftrightarrow\quad
x = \frac{a}{2} + \frac{D}{ka} .
\]

There is thus exactly one crossing for every \(D\). The theorem requires only \(k \ne 0\) and \(a \ne 0\), while two physical wells have \(k > 0\). In the forward direction `linear_combination` extracts the linear equation for \(D\); in the other direction the formula is substituted and checked.

```lean
/-- Two displaced parabolas of equal force constant cross at exactly one point. -/
theorem marcus_crossing_iff {k a : ℝ} (hk : k ≠ 0) (ha : a ≠ 0) (D x : ℝ) :
    IsCrossing (parabola k 0) (parabola k a) D x ↔ x = marcusCrossing k a D := by
  unfold IsCrossing parabola marcusCrossing
  constructor
  · intro h
    -- the quadratic terms cancel and leave a linear equation
    have hD : D = k * a * (x - a / 2) := by linear_combination -h
    rw [hD]
    field_simp
    try ring
  · rintro rfl
    field_simp
    try ring
```

The energy at this point is

\[
\frac{k}{2}\left(\frac{a}{2}+\frac{D}{ka}\right)^2
= \frac{k}{2}\left(\frac{\lambda + D}{ka}\right)^2
= \frac{(\lambda+D)^2}{2ka^2}
= \frac{(\lambda+D)^2}{4\lambda} ,
\]

because \(2ka^2 = 4\lambda\). This is the barrier expression of Marcus theory, obtained here as the crossing energy of two one-dimensional parabolas; the rate constant and the statistical treatment of the solvent are not part of it. For \(k > 0\) the crossing lies strictly between the minima when \(|D| < \lambda\). For larger shifts the formula still gives the crossing energy, but the crossing is no longer the top of a barrier between the wells.

```lean
/-- The crossing energy of two equal displaced parabolas is the Marcus barrier `(λ + D)² / (4 λ)`,
with `λ` the reorganisation energy and `D` the energy shift of the product curve. -/
theorem marcus_barrier {k a : ℝ} (hk : k ≠ 0) (ha : a ≠ 0) (D : ℝ) :
    parabola k 0 (marcusCrossing k a D) =
      (reorganisation k a + D) ^ 2 / (4 * reorganisation k a) := by
  unfold reorganisation parabola marcusCrossing
  rw [zero_sub, neg_sq, sub_zero]
  field_simp
  try ring
```

The slope now follows from the general result. At the crossing \(f' = kx_D\) and \(g' = k(x_D - a)\), so \(f'-g' = ka\) and

\[
\alpha = \frac{kx_D}{ka} = \frac{x_D}{a} = \frac12 + \frac{D}{ka^2} = \frac12 + \frac{D}{2\lambda} .
\]

Differentiating \((\lambda+D)^2/(4\lambda)\) directly gives the same value. At \(D = 0\) the barrier takes up half of a small shift.

The proof takes the route through `barrier_hasDerivAt` and supplies each of its hypotheses: `hp` gives the slope of a parabola, `hne` shows that the two slopes differ, `hcont` gives the continuity of the explicit crossing position, and `marcus_crossing_iff` confirms that it is a crossing for every shift. The remaining lines simplify the coefficient to the form above.

```lean
/-- The Marcus barrier changes with the energy shift `D` at the rate `1/2 + D / (2 λ)`,
with `λ` the reorganisation energy. -/
theorem marcus_barrier_hasDerivAt {k a : ℝ} (hk : k ≠ 0) (ha : a ≠ 0) (D₀ : ℝ) :
    HasDerivAt (fun D => parabola k 0 (marcusCrossing k a D))
      (1 / 2 + D₀ / (2 * reorganisation k a)) D₀ := by
  have hp : ∀ c y : ℝ, HasDerivAt (parabola k c) (k * (y - c)) y := fun c y => by
    have h := (((hasDerivAt_id' y).sub_const c).fun_pow 2).const_mul (k / 2)
    exact h.congr_deriv (by norm_num; ring)
  have hcont : Continuous (fun D : ℝ => a / 2 + D / (k * a)) := by fun_prop
  -- the slopes differ by `k * a` at every point
  have hne : k * (marcusCrossing k a D₀ - 0) ≠ k * (marcusCrossing k a D₀ - a) := by
    intro h
    exact mul_ne_zero hk ha (by linear_combination h)
  have h := barrier_hasDerivAt (x := marcusCrossing k a) (hp 0 _) (hp a _) hne
    hcont.continuousAt
    (Eventually.of_forall fun D => (marcus_crossing_iff hk ha D _).mpr rfl)
  refine h.congr_deriv ?_
  have hd : k * (marcusCrossing k a D₀ - 0) - k * (marcusCrossing k a D₀ - a) = k * a := by
    ring
  unfold transferCoeff
  rw [hd]
  unfold reorganisation parabola marcusCrossing
  rw [zero_sub, neg_sq, sub_zero]
  field_simp
  try ring

end

end CrossingBarrier
```

```lean
#print axioms CrossingBarrier.barrier_hasDerivAt
#print axioms CrossingBarrier.tangent_crossing_not_differentiable
#print axioms CrossingBarrier.marcus_barrier
#print axioms CrossingBarrier.marcus_barrier_hasDerivAt
```

```
'CrossingBarrier.barrier_hasDerivAt' depends on axioms: [propext, Classical.choice, Quot.sound]
'CrossingBarrier.tangent_crossing_not_differentiable' depends on axioms: [propext, Classical.choice, Quot.sound]
'CrossingBarrier.marcus_barrier' depends on axioms: [propext, Classical.choice, Quot.sound]
'CrossingBarrier.marcus_barrier_hasDerivAt' depends on axioms: [propext, Classical.choice, Quot.sound]
```
